# For massless particles and conserved charge, the soft-photon spinor sum satisfies $|E|^2=-J\cdot J/4$

To add a soft photon to a massless QED process at tree level, one multiplies the squared amplitude without the photon by a radiation factor. It can be computed from complex spinor products, which involve an arbitrary reference spinor, or from real scalar products through the classical current. Replacing one by the other requires that they agree and that the reference spinor drops out.

Let the spinors $l_i\in\mathbb C^2$ describe the charged particles, $k$ the photon and $r$ the reference direction. Textbooks often write $k$ for the photon's four-momentum; here that momentum is $p_k$. With $\langle a,b\rangle=a_0b_1-a_1b_0$ and $p_a^\mu=\tfrac12a^\dagger\sigma^\mu a$, define

$$e_i=\frac{\langle r,l_i\rangle}{\langle r,k\rangle\langle k,l_i\rangle},\qquad E=\sum_iQ_ie_i,\qquad J=\sum_i\frac{Q_i\,p_i}{p_k\cdot p_i}.$$

The real weight $Q_i$ is the charge of an outgoing particle in units of the coupling $e$, or minus that of an incoming one, so charge conservation reads $\sum_iQ_i=0$. Below, "charges" means these signed weights and "total charge" their sum, which vanishes in every charge-conserving process, even if the incoming particles carry a net charge. The claim is that then $|E|^2=-J\cdot J/4$, provided $\langle r,k\rangle$ and all $\langle k,l_i\rangle$ are nonzero.

The radiation factor itself, summed over the two helicities of the soft photon, is $4e^2|E|^2=-e^2J\cdot J$.

## From spinor products to the current

**Scalar products.** The time and third components give
$$2(p_a^0p_b^0-p_a^3p_b^3)=|a_0b_1|^2+|a_1b_0|^2,$$
and the transverse ones give
$$2(p_a^1p_b^1+p_a^2p_b^2)=2\,\mathrm{Re}(a_1b_0\overline{a_0b_1}).$$
Subtracting, $2p_a\cdot p_b=|a_0b_1-a_1b_0|^2=|\langle a,b\rangle|^2$.

**Differences.** Expanding in components, the $r_0k_0$ and $r_1k_1$ terms cancel and the rest factorises. This is the Schouten identity:
$$\langle r,a\rangle\langle k,b\rangle-\langle r,b\rangle\langle k,a\rangle=(r_0k_1-r_1k_0)(a_0b_1-a_1b_0)=\langle r,k\rangle\langle a,b\rangle.$$
Over a common denominator, $\langle r,k\rangle$ therefore cancels:
$$e_i-e_j=\frac{\langle l_i,l_j\rangle}{\langle k,l_i\rangle\langle k,l_j\rangle},\qquad |e_i-e_j|^2=\frac{p_i\cdot p_j}{2(p_k\cdot p_i)(p_k\cdot p_j)}.$$

**Summation.** Expanding the current gives $J\cdot J=2\sum_{i,j}Q_iQ_j|e_i-e_j|^2$. Since $|e_i-e_j|^2=|e_i|^2+|e_j|^2-2\,\mathrm{Re}(e_i\bar e_j)$,
$$\sum_{i,j}Q_iQ_j|e_i-e_j|^2=2\Big(\sum_iQ_i\Big)\Big(\sum_iQ_i|e_i|^2\Big)-2|E|^2.$$
For zero total charge the first term vanishes, so $J\cdot J=-4|E|^2$.

**Changing the reference.** The Schouten identity also gives $\langle r,l_i\rangle\langle s,k\rangle-\langle r,k\rangle\langle s,l_i\rangle=-\langle r,s\rangle\langle k,l_i\rangle$. Dividing by $\langle r,k\rangle\langle s,k\rangle\langle k,l_i\rangle$ and summing with the charges,
$$E_r-E_s=-\Big(\sum_iQ_i\Big)\frac{\langle r,s\rangle}{\langle r,k\rangle\langle s,k\rangle}.$$

## Spinors, momenta and charges in Lean

```lean
import Mathlib

open Finset

namespace SpinorEikonal

noncomputable section
```

Lean's `bracket` is $\langle a,b\rangle$.

```lean
/-- The antisymmetric spinor product `⟨a,b⟩` of two spinors in `ℂ²`. -/
def bracket (a b : Fin 2 → ℂ) : ℂ := a 0 * b 1 - a 1 * b 0
```

The four-momentum is constructed from the spinor, so it is real, null and of non-negative energy.

```lean
/-- The real four-vector `p^μ = ½ a† σ^μ a` built from a spinor `a`. -/
def momentum (a : Fin 2 → ℂ) : Fin 4 → ℝ :=
  ![(Complex.normSq (a 0) + Complex.normSq (a 1)) / 2,
    (star (a 0) * a 1).re,
    (star (a 0) * a 1).im,
    (Complex.normSq (a 0) - Complex.normSq (a 1)) / 2]
```

The metric signature is $(+,-,-,-)$.

```lean
/-- The Minkowski product with signature `(+,-,-,-)`. -/
def mdot (p q : Fin 4 → ℝ) : ℝ := p 0 * q 0 - p 1 * q 1 - p 2 * q 2 - p 3 * q 3
```

`emission r k (l i)` is $e_i$. The usual polarisation amplitude carries a further factor $\sqrt2$ and the coupling $e$. Summing its square over both helicities gives $4e^2|E|^2$, which accounts for the 4 in the result.

```lean
/-- The factor `⟨r,a⟩ / (⟨r,k⟩⟨k,a⟩)` for emission of a soft photon `k` from a particle with
spinor `a`, with reference spinor `r`; its domain is `⟨r,k⟩ ≠ 0`, `⟨k,a⟩ ≠ 0`. -/
def emission (r k a : Fin 2 → ℂ) : ℂ := bracket r a / (bracket r k * bracket k a)
```

The particles are labelled by any finite type `ι`, and `eikonal` is $E$.

```lean
variable {ι : Type*} [Fintype ι]

/-- The eikonal amplitude: the sum of the emission factors weighted by the charges `Q i`,
for `⟨r,k⟩ ≠ 0` and all `⟨k,l i⟩ ≠ 0`. -/
def eikonal (Q : ι → ℝ) (l : ι → Fin 2 → ℂ) (k r : Fin 2 → ℂ) : ℂ :=
  ∑ i, (Q i : ℂ) * emission r k (l i)
```

In `current`, the photon momentum is `momentum k`; the comments abbreviate its product with $p_i$ as `k·p_i`.

```lean
/-- The classical soft-photon current `J = ∑ Q_i p_i / (k·p_i)`, for all `k·p_i ≠ 0`. -/
def current (Q : ι → ℝ) (l : ι → Fin 2 → ℂ) (k : Fin 2 → ℂ) : Fin 4 → ℝ :=
  ∑ i, (Q i / mdot (momentum k) (momentum (l i))) • momentum (l i)
```

An alternative would take the four-momenta as independent data and assume $2p_i\cdot p_j=|\langle l_i,l_j\rangle|^2$, and likewise with the photon. That version would apply directly to momenta all transformed by one Lorentz transformation while the spinors stay fixed, but its user would have to supply the relation. Here it is a theorem, proved by expanding components:

```lean
/-- Twice the Minkowski product of two spinor momenta is the squared modulus of the
spinor product. -/
theorem two_mdot_momentum (a b : Fin 2 → ℂ) :
    2 * mdot (momentum a) (momentum b) = ‖bracket a b‖ ^ 2 := by
  rw [Complex.sq_norm]
  simp [mdot, momentum, bracket, Complex.normSq_apply]
  ring
```

## The reference spinor and the total charge

The next lemma is the difference formula. Its hypotheses exclude zero denominators: the reference spinor must not be proportional to the photon's, and neither charged particle may be collinear with the photon.

```lean
/-- The difference of the emission factors of two particles does not contain the reference
spinor, provided `⟨r,k⟩`, `⟨k,a⟩` and `⟨k,b⟩` are nonzero. -/
theorem emission_sub {r k a b : Fin 2 → ℂ} (hr : bracket r k ≠ 0)
    (ha : bracket k a ≠ 0) (hb : bracket k b ≠ 0) :
    emission r k a - emission r k b = bracket a b / (bracket k a * bracket k b) := by
  -- the Schouten identity
  have h : bracket r a * bracket k b - bracket r b * bracket k a
      = bracket r k * bracket a b := by
    unfold bracket; ring
  rw [emission, emission, div_sub_div _ _ (mul_ne_zero hr ha) (mul_ne_zero hr hb),
    div_eq_div_iff (mul_ne_zero (mul_ne_zero hr ha) (mul_ne_zero hr hb)) (mul_ne_zero ha hb)]
  linear_combination (bracket r k * bracket k a * bracket k b) * h
```

The last line deserves a closer look. After the fractions are cleared, the goal is a polynomial equation in brackets. `ring` alone would treat each bracket as an unrelated variable and could not know the Schouten identity `h`. `linear_combination` takes a multiple of `h`, here with coefficient $\langle r,k\rangle\langle k,a\rangle\langle k,b\rangle$, subtracts it from the goal and lets `ring` confirm that nothing remains.

The same device proves the shift per unit charge, `key`, which is then summed over the particles.

```lean
/-- A change of reference spinor from `r` to `s` shifts the eikonal amplitude by a term
proportional to the total charge, provided `⟨r,k⟩`, `⟨s,k⟩` and all `⟨k,l i⟩` are nonzero. -/
theorem eikonal_change_reference (Q : ι → ℝ) (l : ι → Fin 2 → ℂ) {k r s : Fin 2 → ℂ}
    (hr : bracket r k ≠ 0) (hs : bracket s k ≠ 0) (hl : ∀ i, bracket k (l i) ≠ 0) :
    eikonal Q l k r - eikonal Q l k s
      = -((∑ i, Q i : ℝ) : ℂ) * (bracket r s / (bracket r k * bracket s k)) := by
  -- each particle contributes the same shift per unit charge
  have key : ∀ i, emission r k (l i) - emission s k (l i)
      = -bracket r s / (bracket r k * bracket s k) := by
    intro i
    have h : bracket r (l i) * bracket s k - bracket r k * bracket s (l i)
        = -(bracket r s * bracket k (l i)) := by
      unfold bracket; ring
    rw [emission, emission, div_sub_div _ _ (mul_ne_zero hr (hl i)) (mul_ne_zero hs (hl i)),
      div_eq_div_iff (mul_ne_zero (mul_ne_zero hr (hl i)) (mul_ne_zero hs (hl i)))
        (mul_ne_zero hr hs)]
    linear_combination (bracket k (l i) * bracket r k * bracket s k) * h
  unfold eikonal
  rw [← Finset.sum_sub_distrib, Complex.ofReal_sum, ← Finset.sum_neg_distrib, Finset.sum_mul]
  refine Finset.sum_congr rfl fun i _ => ?_
  linear_combination (Q i : ℂ) * key i
```

Hence two admissible references give the same complex amplitude exactly when the total charge vanishes or the two spinors are proportional.

```lean
/-- For nonzero `⟨r,k⟩`, `⟨s,k⟩` and `⟨k,l i⟩`, two reference spinors give the same eikonal
amplitude exactly when the total charge vanishes or `⟨r,s⟩ = 0`. -/
theorem eikonal_eq_iff (Q : ι → ℝ) (l : ι → Fin 2 → ℂ) {k r s : Fin 2 → ℂ}
    (hr : bracket r k ≠ 0) (hs : bracket s k ≠ 0) (hl : ∀ i, bracket k (l i) ≠ 0) :
    eikonal Q l k r = eikonal Q l k s ↔ ∑ i, Q i = 0 ∨ bracket r s = 0 := by
  rw [← sub_eq_zero, eikonal_change_reference Q l hr hs hl, mul_eq_zero, neg_eq_zero,
    Complex.ofReal_eq_zero, div_eq_zero_iff]
  simp [hr, hs]
```

## The sum over pairs

Bilinearity turns the square of the current into a double sum.

```lean
/-- The Minkowski square of a linear combination of four-vectors is a double sum. -/
theorem mdot_sum_self (c : ι → ℝ) (p : ι → Fin 4 → ℝ) :
    mdot (∑ i, c i • p i) (∑ i, c i • p i) = ∑ i, ∑ j, c i * c j * mdot (p i) (p j) := by
  simp only [mdot, Finset.sum_apply, Pi.smul_apply, smul_eq_mul, Finset.sum_mul_sum]
  simp only [← Finset.sum_sub_distrib]
  refine Finset.sum_congr rfl fun i _ => Finset.sum_congr rfl fun j _ => ?_
  ring
```

The charge-weighted distance identity holds for any total charge. Lean proves it for real numbers, then adds the cases of the real and imaginary parts.

```lean
/-- The charge-weighted sum of squared distances between complex amplitudes, expressed through the
total charge, the charge-weighted sum of squared moduli and the charge-weighted sum of the
amplitudes. -/
theorem sum_charge_dist_sq (Q : ι → ℝ) (z : ι → ℂ) :
    ∑ i, ∑ j, Q i * Q j * ‖z i - z j‖ ^ 2
      = 2 * (∑ i, Q i) * (∑ i, Q i * ‖z i‖ ^ 2) - 2 * ‖∑ i, (Q i : ℂ) * z i‖ ^ 2 := by
  -- the same identity for real amplitudes
  have real : ∀ x : ι → ℝ, ∑ i, ∑ j, Q i * Q j * (x i - x j) ^ 2
      = 2 * (∑ i, Q i) * (∑ i, Q i * x i ^ 2) - 2 * (∑ i, Q i * x i) ^ 2 := by
    intro x
    have h : ∀ i j, Q i * Q j * (x i - x j) ^ 2
        = (Q i * x i ^ 2) * Q j + Q i * (Q j * x j ^ 2)
          - 2 * ((Q i * x i) * (Q j * x j)) := by
      intro i j; ring
    simp only [h, Finset.sum_sub_distrib, Finset.sum_add_distrib, ← Finset.mul_sum,
      ← Finset.sum_mul]
    ring
  have e : ∀ w : ℂ, ‖w‖ ^ 2 = w.re ^ 2 + w.im ^ 2 := by
    intro w; rw [Complex.sq_norm, Complex.normSq_apply]; ring
  -- add the real and imaginary parts
  have hre := real (fun i => (z i).re)
  have him := real (fun i => (z i).im)
  simp only [e, Complex.re_sum, Complex.im_sum, Complex.re_ofReal_mul, Complex.im_ofReal_mul,
    Complex.sub_re, Complex.sub_im, mul_add, Finset.sum_add_distrib]
  linear_combination hre + him
```

The main theorem assumes zero total charge (`hQ`), an admissible reference (`hr`) and no charge collinear with the photon (`hl`). In the proof, `hJ` combines the double sum, the difference formula and the scalar products; `hS` is the distance identity, and inserting `hQ` removes its first term. The right-hand side contains no `r`.

```lean
/-- For charges of zero sum and nonzero `⟨r,k⟩` and `⟨k,l i⟩`, the squared modulus of the eikonal
amplitude is `-J·J/4`. -/
theorem eikonal_norm_sq (Q : ι → ℝ) (l : ι → Fin 2 → ℂ) {k r : Fin 2 → ℂ}
    (hQ : ∑ i, Q i = 0) (hr : bracket r k ≠ 0) (hl : ∀ i, bracket k (l i) ≠ 0) :
    ‖eikonal Q l k r‖ ^ 2 = -mdot (current Q l k) (current Q l k) / 4 := by
  -- the square of the current as a sum over pairs of particles
  have hJ : mdot (current Q l k) (current Q l k)
      = 2 * ∑ i, ∑ j, Q i * Q j * ‖emission r k (l i) - emission r k (l j)‖ ^ 2 := by
    unfold current
    rw [mdot_sum_self, Finset.mul_sum]
    refine Finset.sum_congr rfl fun i _ => ?_
    rw [Finset.mul_sum]
    refine Finset.sum_congr rfl fun j _ => ?_
    rw [emission_sub hr (hl i) (hl j), norm_div, norm_mul, div_pow, mul_pow,
      ← two_mdot_momentum (l i) (l j), ← two_mdot_momentum k (l i),
      ← two_mdot_momentum k (l j)]
    ring
  have hS := sum_charge_dist_sq Q (fun i => emission r k (l i))
  rw [hQ] at hS
  rw [hJ, hS, eikonal]
  ring
```

The theorem concerns the factor alone. That a QED amplitude factorises, as the photon energy tends to zero, into a non-radiative part and a soft factor proportional to $E$ for one photon helicity and to its conjugate for the other is a separate physical input. With it, the result serves soft-photon radiation in event simulation, for massless emitters at tree level.

The weights $q$ and $-q$ describe an outgoing pair of opposite charges, or a single charge after and before scattering. The amplitude is then $q(e_a-e_b)$, and the difference formula gives the familiar dipole pattern directly:

```lean
/-- For two particles of opposite charges `q` and `-q`, with nonzero `⟨r,k⟩`, `⟨k,a⟩` and
`⟨k,b⟩`, the squared eikonal factor is `q² p_a·p_b / (2 (k·p_a)(k·p_b))`. -/
theorem eikonal_dipole (q : ℝ) {k r a b : Fin 2 → ℂ} (hr : bracket r k ≠ 0)
    (ha : bracket k a ≠ 0) (hb : bracket k b ≠ 0) :
    ‖eikonal ![q, -q] ![a, b] k r‖ ^ 2
      = q ^ 2 * mdot (momentum a) (momentum b)
        / (2 * mdot (momentum k) (momentum a) * mdot (momentum k) (momentum b)) := by
  have h : eikonal ![q, -q] ![a, b] k r
      = (q : ℂ) * (emission r k a - emission r k b) := by
    rw [eikonal, Fin.sum_univ_two]
    simp only [Matrix.cons_val_zero, Matrix.cons_val_one, Complex.ofReal_neg]
    ring
  rw [h, emission_sub hr ha hb, norm_mul, norm_div, norm_mul, mul_pow, div_pow, mul_pow,
    ← two_mdot_momentum a b, ← two_mdot_momentum k a, ← two_mdot_momentum k b,
    Complex.norm_real, Real.norm_eq_abs, sq_abs]
  ring

end

end SpinorEikonal
```

```lean
#print axioms SpinorEikonal.eikonal_eq_iff
#print axioms SpinorEikonal.sum_charge_dist_sq
#print axioms SpinorEikonal.eikonal_norm_sq
#print axioms SpinorEikonal.eikonal_dipole
```

```
'SpinorEikonal.eikonal_eq_iff' depends on axioms: [propext, Classical.choice, Quot.sound]
'SpinorEikonal.sum_charge_dist_sq' depends on axioms: [propext, Classical.choice, Quot.sound]
'SpinorEikonal.eikonal_norm_sq' depends on axioms: [propext, Classical.choice, Quot.sound]
'SpinorEikonal.eikonal_dipole' depends on axioms: [propext, Classical.choice, Quot.sound]
```
